# For one RPA excitation, the kinetic correlation energy is (Ω − D)²/(4Ω)

## One excitation whose frequency doubles

Take a single excitation with bare gap $D=1$ and coupling $K=3/2$, in any energy unit. In the random-phase approximation (RPA), its frequency at coupling strength $l$ is $\Omega(l)=\sqrt{D(D+2lK)}=\sqrt{1+3l}$, which rises from 1 to 2 as the interaction is switched on. The adiabatic-connection integrand

$$W(l)=\frac K2\left(\frac{D}{\Omega(l)}-1\right)$$

falls from $0$ to $W(1)=-3/8$. Its integral over $[0,1]$ is $-1/4$, which lies above the end value because $W$ decreases along the way. The difference, $-1/4+3/8=1/8$, is the kinetic correlation energy, and it equals $(2-1)^2/(4\cdot 2)$.

## Where the integrand comes from

The gap $D$ stands for the energy of a non-interacting excitation, for instance an orbital energy difference. The constant $K$ stands for the interaction of the transition density with itself, with spin factors absorbed. It is positive for the bare Coulomb repulsion.

In the RPA the excitation behaves as a harmonic oscillator with Hamiltonian $\tfrac D2(p^2+x^2)+lKx^2$, where $x$ and $p$ are dimensionless and $[x,p]=i$. Its frequency is $\Omega(l)$ and its ground state has $\langle x^2\rangle=D/(2\Omega(l))$. The change in $K\langle x^2\rangle$ relative to $l=0$ is $W(l)$. For $l>0$, repulsion stiffens the oscillator and reduces the fluctuations of $x$, so $W$ is negative. This oscillator is motivation only; the Lean development starts from the formulas for $\Omega$ and $W$.

The correlation energy accumulated up to strength $l$, and its kinetic part, are

$$E_c(l)=\int_0^l W(t)\,dt,\qquad T_c(l)=E_c(l)-l\,W(l).$$

The term $lW(l)$ is the interaction part. In the adiabatic connection at fixed density, what remains is kinetic.

## The statement and its Lean objects

All quantities are real numbers. `freq D K l` is $\Omega(l)$, `integrand D K l` is $W(l)$, `corrEnergy D K l` is $E_c(l)$, defined as an actual integral, and `kinEnergy D K l` is $T_c(l)$.

The main theorem, `kinEnergy_eq_and_pos`, assumes $D>0$, $l\ge0$ and $D+2lK>0$. It concludes that

$$T_c(l)=\frac{(\Omega(l)-D)^2}{4\,\Omega(l)},$$

and that $T_c(l)>0$ whenever $lK\neq0$. The condition $D+2lK>0$ says that the excitation is stable, with a real, nonzero frequency. It admits attractive coupling $K<0$ as long as the frequency has not collapsed. At $l=0$ both sides of the formula are zero.

`full_coupling` is the case $l=1$, $K>0$, with the integral written out. Three further theorems, all for $D>0$, compare $T_c$ with $E_c$:

- `kinEnergy_eq_ratio` gives $T_c=(D/\Omega)(-E_c)$ under the same assumptions as the main theorem.
- `kinEnergy_lt` gives $T_c<-E_c$ for $K>0$ and $l>0$.
- `weak_coupling_ratio` says that, for $K>0$, $T_c/(-E_c)\to1$ as $l$ tends to zero from above.

For electronic structure, this splits the RPA correlation energy into kinetic and interaction parts for a single excitation whose $D$ and $K$ do not depend on $l$. With several excitations, $D$ and $K$ become matrices, and the formula applies term by term if the coupling does not mix the excitations. The RPA itself is assumed, as is the reading of $T_c$ as a kinetic energy.

## From the integral to two squares

**Stability in between.** The expression $D+2tK$ is linear in $t$ and positive at $t=0$ and $t=l$, so it is positive on all of $[0,l]$. Hence $\Omega(t)>0$ there and $W$ is continuous.

**The integral.** Differentiating the square root gives $\Omega'(t)=DK/\Omega(t)$, so

$$\frac{d}{dt}\,\frac{\Omega(t)-D-tK}{2}=\frac12\left(\frac{DK}{\Omega(t)}-K\right)=W(t).$$

Since $\Omega(0)=D$, the antiderivative vanishes at $t=0$. Writing $\Omega$ for $\Omega(l)$, we get

$$E_c(l)=\frac{\Omega-D-lK}{2}.$$

**The first square.** From $\Omega^2=D^2+2DlK$ we have $lK=(\Omega^2-D^2)/(2D)$. Substituting,

$$E_c(l)=\frac{2D\Omega-2D^2-\Omega^2+D^2}{4D}=-\frac{(\Omega-D)^2}{4D}.$$

**The second square.** The same substitution in the interaction part gives

$$l\,W(l)=\frac{lK}{2}\cdot\frac{D-\Omega}{\Omega}=-\frac{(\Omega-D)^2(\Omega+D)}{4D\Omega}.$$

Subtracting,

$$T_c(l)=\frac{(\Omega-D)^2}{4D}\left(\frac{\Omega+D}{\Omega}-1\right)=\frac{(\Omega-D)^2}{4\Omega}.$$

**Positivity.** The denominator is positive. The numerator vanishes only if $\Omega=D$, and then $\Omega^2=D^2+2DlK$ forces $lK=0$.

**Comparison.** The two closed forms differ only in sign and denominator, so $T_c=(D/\Omega)(-E_c)$. For $K>0$ and $l>0$ we have $\Omega^2>D^2$, hence $\Omega>D$ and $T_c<-E_c$. As $l\to0^+$, $\Omega\to D$ by continuity and the ratio tends to one. In this limit, expanding the squares by hand shows that $T_c$ and $-E_c$ share the leading term $l^2K^2/(4D)$.

## The Lean file

```lean
import Mathlib

open Filter Topology

namespace RPAKineticCorrelation

noncomputable section

/-- RPA excitation frequency at coupling strength `l`, for bare gap `D` and coupling `K`,
on the domain `0 ≤ D * (D + 2 * l * K)`. -/
def freq (D K l : ℝ) : ℝ := √(D * (D + 2 * l * K))

/-- Adiabatic-connection integrand at coupling strength `l`, on the domain where the
frequency is nonzero. -/
def integrand (D K l : ℝ) : ℝ := K / 2 * (D / freq D K l - 1)

/-- Correlation energy at coupling strength `l`: the integrand accumulated from `0` to `l`. -/
def corrEnergy (D K l : ℝ) : ℝ := ∫ t in (0 : ℝ)..l, integrand D K t

/-- Kinetic correlation energy at coupling strength `l`: the correlation energy minus its
interaction part `l * integrand D K l`. -/
def kinEnergy (D K l : ℝ) : ℝ := corrEnergy D K l - l * integrand D K l

/-- The RPA frequency is positive for a stable excitation. -/
theorem freq_pos {D K l : ℝ} (hD : 0 < D) (h : 0 < D + 2 * l * K) : 0 < freq D K l :=
  Real.sqrt_pos.2 (mul_pos hD h)

/-- The square of the RPA frequency is `D * (D + 2 * l * K)`. -/
theorem freq_sq {D K l : ℝ} (hD : 0 < D) (h : 0 < D + 2 * l * K) :
    freq D K l ^ 2 = D * (D + 2 * l * K) :=
  Real.sq_sqrt (mul_pos hD h).le

/-- Without coupling the RPA frequency is the bare gap. -/
theorem freq_zero {D : ℝ} (K : ℝ) (hD : 0 < D) : freq D K 0 = D := by
  unfold freq
  rw [show D * (D + 2 * 0 * K) = D ^ 2 by ring, Real.sqrt_sq hD.le]

/-- The correlation energy is minus the squared shift of the excitation frequency,
divided by four times the bare gap. -/
theorem corrEnergy_eq {D K l : ℝ} (hD : 0 < D) (hl : 0 ≤ l) (h : 0 < D + 2 * l * K) :
    corrEnergy D K l = -(freq D K l - D) ^ 2 / (4 * D) := by
  -- the excitation is stable at every intermediate coupling
  have hst : ∀ t ∈ Set.uIcc 0 l, 0 < D + 2 * t * K := by
    intro t ht
    rw [Set.uIcc_of_le hl] at ht
    rcases le_total 0 K with hK | hK
    · nlinarith [mul_nonneg ht.1 hK]
    · nlinarith [mul_nonneg (sub_nonneg.2 ht.2) (neg_nonneg.2 hK)]
  -- an antiderivative of the integrand
  have hder : ∀ t ∈ Set.uIcc 0 l,
      HasDerivAt (fun s => (freq D K s - D - s * K) / 2) (integrand D K t) t := by
    intro t ht
    have h1 : HasDerivAt (fun s : ℝ => D * (D + 2 * s * K)) (2 * D * K) t := by
      have e : (fun s : ℝ => D * (D + 2 * s * K)) = fun s => D * D + 2 * D * K * s := by
        funext s
        ring
      rw [e]
      exact (((hasDerivAt_id' t).const_mul (2 * D * K)).const_add (D * D)).congr_deriv
        (by ring)
    have h2 : HasDerivAt (fun s => freq D K s) (2 * D * K / (2 * freq D K t)) t :=
      h1.sqrt (mul_pos hD (hst t ht)).ne'
    have h3 := ((h2.sub_const D).fun_sub ((hasDerivAt_id' t).mul_const K)).div_const 2
    refine h3.congr_deriv ?_
    unfold integrand
    ring
  have hc : Continuous (fun t => freq D K t) :=
    Real.continuous_sqrt.comp (by fun_prop)
  have hint : ContinuousOn (fun t => integrand D K t) (Set.uIcc 0 l) :=
    continuousOn_const.mul ((continuousOn_const.div hc.continuousOn
      (fun t ht => (freq_pos hD (hst t ht)).ne')).sub continuousOn_const)
  have he : corrEnergy D K l = (freq D K l - D - l * K) / 2 := by
    unfold corrEnergy
    rw [intervalIntegral.integral_eq_sub_of_hasDerivAt hder hint.intervalIntegrable,
      freq_zero K hD]
    ring
  -- the frequency relation completes the square
  rw [he, eq_div_iff (by positivity)]
  linear_combination freq_sq hD h

/-- The kinetic correlation energy is the squared shift of the excitation frequency divided
by four times the RPA frequency, and it is positive at any nonzero coupling. -/
theorem kinEnergy_eq_and_pos {D K l : ℝ} (hD : 0 < D) (hl : 0 ≤ l)
    (h : 0 < D + 2 * l * K) :
    kinEnergy D K l = (freq D K l - D) ^ 2 / (4 * freq D K l) ∧
      (l * K ≠ 0 → 0 < kinEnergy D K l) := by
  have hp := freq_pos hD h
  have hsq := freq_sq hD h
  have hne := hp.ne'
  have hD' := hD.ne'
  have key : kinEnergy D K l = (freq D K l - D) ^ 2 / (4 * freq D K l) := by
    -- eliminate the coupling in favour of the frequency
    have hlK : l * K = (freq D K l ^ 2 - D ^ 2) / (2 * D) := by
      rw [eq_div_iff (by positivity)]
      linear_combination -hsq
    have hW : l * integrand D K l = l * K * (D / freq D K l - 1) / 2 := by
      unfold integrand
      ring
    unfold kinEnergy
    rw [corrEnergy_eq hD hl h, hW, hlK]
    field_simp
    ring
  refine ⟨key, fun hlK => ?_⟩
  -- an unshifted frequency would force the coupling to vanish
  have hshift : freq D K l - D ≠ 0 := by
    intro h0
    have h1 : freq D K l = D := sub_eq_zero.1 h0
    rw [h1] at hsq
    have h2 : D * (l * K) = 0 := by linear_combination -hsq / 2
    exact (mul_ne_zero hD' hlK) h2
  rw [key]
  positivity

/-- At full coupling and for `D, K > 0`, the integral of the integrand over `[0,1]` minus its
value at `1` is `(Ω - D)² / (4 Ω)`, with `Ω` the RPA frequency, and is positive. -/
theorem full_coupling {D K : ℝ} (hD : 0 < D) (hK : 0 < K) :
    (∫ t in (0 : ℝ)..1, integrand D K t) - integrand D K 1 =
        (freq D K 1 - D) ^ 2 / (4 * freq D K 1) ∧
      0 < (∫ t in (0 : ℝ)..1, integrand D K t) - integrand D K 1 := by
  have h := kinEnergy_eq_and_pos (l := 1) (K := K) hD zero_le_one (by positivity)
  have e : kinEnergy D K 1 =
      (∫ t in (0 : ℝ)..1, integrand D K t) - integrand D K 1 := by
    unfold kinEnergy corrEnergy
    rw [one_mul]
  rw [e] at h
  exact ⟨h.1, h.2 (by positivity)⟩

/-- The kinetic correlation energy is the magnitude of the correlation energy times the ratio
of the bare gap to the RPA frequency. -/
theorem kinEnergy_eq_ratio {D K l : ℝ} (hD : 0 < D) (hl : 0 ≤ l)
    (h : 0 < D + 2 * l * K) :
    kinEnergy D K l = D / freq D K l * (-corrEnergy D K l) := by
  have hne := (freq_pos hD h).ne'
  have hD' := hD.ne'
  rw [(kinEnergy_eq_and_pos hD hl h).1, corrEnergy_eq hD hl h]
  field_simp

/-- For repulsive coupling the kinetic correlation energy is smaller than the magnitude of
the correlation energy. -/
theorem kinEnergy_lt {D K l : ℝ} (hD : 0 < D) (hK : 0 < K) (hl : 0 < l) :
    kinEnergy D K l < -corrEnergy D K l := by
  have h : 0 < D + 2 * l * K := by positivity
  have hlt : D < freq D K l := by
    refine lt_of_pow_lt_pow_left₀ 2 (freq_pos hD h).le ?_
    rw [freq_sq hD h]
    nlinarith [mul_pos hD (mul_pos hl hK)]
  have hx : 0 < (freq D K l - D) ^ 2 := pow_pos (sub_pos.2 hlt) 2
  rw [(kinEnergy_eq_and_pos hD hl.le h).1, corrEnergy_eq hD hl.le h, neg_div, neg_neg]
  exact div_lt_div_of_pos_left hx (by positivity) (by linarith)

/-- For `K > 0`, the ratio of the kinetic correlation energy to the magnitude of the correlation
energy tends to one as the coupling strength tends to zero from above. -/
theorem weak_coupling_ratio {D K : ℝ} (hD : 0 < D) (hK : 0 < K) :
    Tendsto (fun l => kinEnergy D K l / (-corrEnergy D K l)) (𝓝[>] 0) (𝓝 1) := by
  have hc : Continuous (fun t => freq D K t) :=
    Real.continuous_sqrt.comp (by fun_prop)
  have h0 : Tendsto (fun l => freq D K l) (𝓝[>] 0) (𝓝 D) := by
    have h1 := hc.tendsto 0
    rw [freq_zero K hD] at h1
    exact h1.mono_left nhdsWithin_le_nhds
  have h2 : Tendsto (fun l => D / freq D K l) (𝓝[>] 0) (𝓝 1) := by
    have h3 := (tendsto_const_nhds (x := D)).div h0 hD.ne'
    rw [div_self hD.ne'] at h3
    exact h3
  refine h2.congr' ?_
  filter_upwards [self_mem_nhdsWithin] with l hl
  have hl' : 0 < l := hl
  have h : 0 < D + 2 * l * K := by positivity
  -- the correlation energy does not vanish, so the ratio is meaningful
  have hE : 0 < -corrEnergy D K l :=
    ((kinEnergy_eq_and_pos hD hl'.le h).2 (by positivity)).trans (kinEnergy_lt hD hK hl')
  rw [eq_div_iff hE.ne']
  exact (kinEnergy_eq_ratio hD hl'.le h).symm

end

end RPAKineticCorrelation
```

```lean
#print axioms RPAKineticCorrelation.kinEnergy_eq_and_pos
#print axioms RPAKineticCorrelation.full_coupling
#print axioms RPAKineticCorrelation.weak_coupling_ratio
```

```
'RPAKineticCorrelation.kinEnergy_eq_and_pos' depends on axioms: [propext, Classical.choice, Quot.sound]
'RPAKineticCorrelation.full_coupling' depends on axioms: [propext, Classical.choice, Quot.sound]
'RPAKineticCorrelation.weak_coupling_ratio' depends on axioms: [propext, Classical.choice, Quot.sound]
```

## How the proof follows the derivation

`freq_pos`, `freq_sq` and `freq_zero` supply the three facts about the frequency used throughout: it is positive, its square is $D(D+2lK)$, and it equals $D$ at zero coupling.

`corrEnergy_eq` contains the calculus. Its step `hst` proves stability on the whole interval by splitting on the sign of $K$: for $K\ge0$ the expression $D+2tK$ is at least $D$, and for $K\le0$ it is at least $D+2lK$. The step `hder` differentiates the antiderivative, and `hint` shows that the integrand is continuous, hence integrable. The fundamental theorem of calculus, `intervalIntegral.integral_eq_sub_of_hasDerivAt`, then yields the closed form of $E_c$ as the intermediate equation `he`. After the denominator is cleared, `linear_combination freq_sq hD h` completes the square: the two sides differ exactly by the relation for $\Omega^2$.

In `kinEnergy_eq_and_pos`, `hlK` expresses $lK$ through the frequency and `hW` rewrites the interaction part so that this product appears in it. Then `field_simp` and `ring` carry out the subtraction. For positivity, `hshift` assumes an unshifted frequency and derives $D(lK)=0$, a contradiction. `full_coupling` sets $l=1$ and unfolds the definitions.

`kinEnergy_eq_ratio` substitutes the two closed forms and clears denominators. `kinEnergy_lt` obtains $D<\Omega$ by comparing squares, then compares two fractions with the same positive numerator. `weak_coupling_ratio` first finds the limit of $D/\Omega$ and then transfers it to the energy ratio, which agrees with $D/\Omega$ for every $l>0$. The transfer needs $E_c\neq0$, and this follows from $0<T_c<-E_c$.

## The coupling integral in a program

An RPA code that integrates over the coupling strength numerically evaluates a matrix version of $W$ at a few quadrature points and sums the weighted values to obtain $E_c$. Gauss–Legendre points lie strictly inside the interval, so computing the kinetic part as $E_c-W(1)$ takes one additional evaluation, at $l=1$. The opening example provides reference values for such a routine: with $D=1$ and $K=3/2$, it should approach $E_c=-1/4$ and $T_c=1/8$ as the number of points grows.

For weak coupling, $\Omega-D$ is a difference of nearly equal numbers and loses digits in floating-point arithmetic. The equivalent form $\Omega-D=2lKD/(\Omega+D)$ avoids that subtraction, and its square can be inserted directly into both energy formulas.
